# For absolutely summable Fourier coefficients, trigonometric interpolation on 2K + 1 equally spaced points errs by at most twice the sum of |c_m| beyond K

Q: In a plane-wave calculation I square orbitals point by point on a uniform grid, Fourier transform the samples, and use the resulting coefficients to evaluate the density between the grid points. No samples were taken there. What limits the error?

A: The Fourier coefficients that the grid is too coarse to resolve. Take a function of period $2\pi$,

$$f(x)=\sum_{m\in\mathbb Z}c_m e^{imx},\qquad \sum_m|c_m|<\infty,$$

and $N=2K+1$ points $x_j=2\pi j/N$, with $j=0,\dots,N-1$. From the samples alone, form

$$I_Kf(x)=\sum_{k=-K}^{K}\Big(\frac1N\sum_{j=0}^{N-1}f(x_j)e^{-ikx_j}\Big)e^{ikx}.$$

Then $|f(x)-I_Kf(x)|\le 2\sum_{|m|>K}|c_m|$ at every real $x$.

Q: Before I believe that the Lean version says this, show me what its words mean.

A: The waves come first. They are unnormalised, so $c_m=\frac1{2\pi}\int_0^{2\pi}f(x)e^{-imx}\,dx$; with orthonormal waves $e^{imx}/\sqrt{2\pi}$ the coefficients would be $\sqrt{2\pi}\,c_m$.

```lean
import Mathlib

open Filter Topology

namespace TrigonometricInterpolation

noncomputable section

/-- The plane wave `exp (i m x)` with integer frequency `m`. -/
def wave (m : ℤ) (x : ℝ) : ℂ := Complex.exp (((m * x : ℝ) : ℂ) * Complex.I)
```

The grid point $x_j$ is `node K j`. The letter $K$ is an integer frequency cutoff, not a crystal momentum, and the number of grid points is written out in Lean as `2 * K + 1`.

```lean
/-- The point `2 π j / N` of the uniform grid with `N = 2 K + 1` points. -/
def node (K j : ℕ) : ℝ := 2 * Real.pi * j / (2 * K + 1)
```

The next definition is $I_Kf$ as above, with the factor $1/N$ in the transform from samples to coefficients. It takes an arbitrary function `f`, but evaluates it only at the nodes.

```lean
/-- The trigonometric sum with frequencies in `[-K, K]` whose coefficients are the discrete
Fourier coefficients of the samples of `f` on the grid of `2 K + 1` points. -/
def interpolant (K : ℕ) (f : ℝ → ℂ) (x : ℝ) : ℂ :=
  ∑ k ∈ Finset.Icc (-(K : ℤ)) K,
    (∑ j ∈ Finset.range (2 * K + 1), f (node K j) * wave (-k) (node K j)) / (2 * K + 1)
      * wave k x
```

The function itself is `series c`, and the sum of $|c_m|$ over $|m|>K$ is `tail c K`.

```lean
/-- The Fourier series with coefficients `c`. -/
def series (c : ℤ → ℂ) (x : ℝ) : ℂ := ∑' m, c m * wave m x

/-- The sum of the moduli of all coefficients with frequency beyond the cutoff `K`. -/
def tail (c : ℤ → ℂ) (K : ℕ) : ℝ := ∑' m : {m : ℤ | (K : ℤ) < |m|}, ‖c m‖
```

Q: You call it `interpolant`, but that is only a name. Does it pass through the samples?

A: It does, for any function. The proof uses the last of the three small facts below: the only multiple of $N$ strictly between $-N$ and $N$ is zero. The other two, that $|e^{imx}|=1$ and that frequencies add under multiplication, serve the error estimates later.

```lean
/-- A plane wave has modulus one. -/
theorem norm_wave (m : ℤ) (x : ℝ) : ‖wave m x‖ = 1 :=
  Complex.norm_exp_ofReal_mul_I _

/-- Frequencies add when plane waves are multiplied. -/
theorem wave_add (m n : ℤ) (x : ℝ) : wave (m + n) x = wave m x * wave n x := by
  unfold wave
  rw [← Complex.exp_add]
  congr 1
  push_cast
  ring

/-- A multiple of `N` strictly between `-N` and `N` is zero. -/
theorem eq_zero_of_dvd {N z : ℤ} (h : N ∣ z) (h1 : -N < z) (h2 : z < N) : z = 0 := by
  obtain ⟨t, rfl⟩ := h
  have hN : 0 < N := by linarith
  have a : t < 1 := by
    by_contra h
    nlinarith
  have b : -1 < t := by
    by_contra h
    nlinarith
  have ht : t = 0 := by omega
  rw [ht, mul_zero]
```

Now sum a wave of integer frequency $n$ over the grid. With $\omega=e^{2\pi i n/N}$, the terms are $\omega^j$. If $N$ divides $n$, then $\omega=1$ and the sum is $N$. Otherwise $\omega\ne1$ while $\omega^N=1$, so

$$(\omega-1)\sum_{j=0}^{N-1}\omega^j=\omega^N-1=0,$$

and the sum vanishes. In the proof, `hpow` writes the terms as powers, `split_ifs` separates the two cases, and `geom_sum_mul` supplies the displayed identity.

```lean
/-- The sum of a plane wave over the grid is the number of grid points if that number divides
the frequency, and zero otherwise. -/
theorem grid_sum (K : ℕ) (n : ℤ) :
    ∑ j ∈ Finset.range (2 * K + 1), wave n (node K j) =
      if (2 * (K : ℤ) + 1) ∣ n then 2 * (K : ℂ) + 1 else 0 := by
  have hpow : ∀ j : ℕ, wave n (node K j) = wave n (node K 1) ^ j := by
    intro j
    unfold wave node
    rw [← Complex.exp_nat_mul]
    congr 1
    push_cast
    ring
  have hnode : node K 1 * (2 * K + 1) = 2 * Real.pi := by
    have h0 : (2 * (K : ℝ) + 1) ≠ 0 := by positivity
    unfold node
    rw [Nat.cast_one, mul_one]
    field_simp
  rw [Finset.sum_congr rfl (fun j _ => hpow j)]
  split_ifs with h
  · obtain ⟨q, rfl⟩ := h
    have h1 : wave ((2 * (K : ℤ) + 1) * q) (node K 1) = 1 := by
      have e : (((2 * (K : ℤ) + 1) * q : ℤ) : ℝ) * node K 1 = q * (2 * Real.pi) := by
        push_cast
        linear_combination (q : ℝ) * hnode
      rw [wave, e, Complex.exp_eq_one_iff]
      exact ⟨q, by push_cast; ring⟩
    rw [h1]
    simp
  · -- the ratio of the geometric sum is a root of unity other than one
    have h1 : wave n (node K 1) ≠ 1 := by
      intro hw
      rw [wave, Complex.exp_eq_one_iff] at hw
      obtain ⟨q, hq⟩ := hw
      have h2 : (((n : ℝ) * node K 1 : ℝ) : ℂ) = ((q * (2 * Real.pi) : ℝ) : ℂ) := by
        apply mul_right_cancel₀ Complex.I_ne_zero
        rw [hq]
        push_cast
        ring
      have h3 : (n : ℝ) * node K 1 = q * (2 * Real.pi) := Complex.ofReal_injective h2
      have h4 : (n : ℝ) = (2 * K + 1) * q := by
        apply mul_right_cancel₀ (mul_ne_zero two_ne_zero Real.pi_ne_zero)
        linear_combination (2 * (K : ℝ) + 1) * h3 - (n : ℝ) * hnode
      exact h ⟨q, by exact_mod_cast h4⟩
    have hN : wave n (node K 1) ^ (2 * K + 1) = 1 := by
      have e : (n : ℝ) * node K (2 * K + 1) = n * (2 * Real.pi) := by
        have h0 : (2 * (K : ℝ) + 1) ≠ 0 := by positivity
        unfold node
        push_cast
        field_simp
      rw [← hpow, wave, e, Complex.exp_eq_one_iff]
      exact ⟨n, by push_cast; ring⟩
    have g := geom_sum_mul (wave n (node K 1)) (2 * K + 1)
    rw [hN, sub_self] at g
    exact (mul_eq_zero.1 g).resolve_right (sub_ne_zero.2 h1)
```

At a grid point $x_l$, exchange the two finite sums:

$$I_Kf(x_l)=\sum_{j}f(x_j)\,\frac1N\sum_{k=-K}^{K}e^{ik(x_l-x_j)}.$$

Substituting $k=s-K$ turns the inner sum into

$$e^{i(j-l)x_K}\sum_{s=0}^{N-1}e^{i(l-j)x_s}.$$

Since $|l-j|<N$, this is $N$ for $j=l$ and zero otherwise, which leaves $f(x_l)$. The step `kernel` performs the substitution, `swap` exchanges the sums, and `Finset.sum_eq_single l` keeps the one surviving term.

```lean
/-- The interpolant agrees with `f` at every grid point, for any function `f`. -/
theorem interpolant_node (K : ℕ) (f : ℝ → ℂ) {l : ℕ} (hl : l < 2 * K + 1) :
    interpolant K f (node K l) = f (node K l) := by
  have hN : (2 * (K : ℂ) + 1) ≠ 0 := by exact_mod_cast (by omega : 2 * K + 1 ≠ 0)
  -- the sum over frequencies is again a sum over the grid
  have kernel : ∀ j : ℕ, ∑ k ∈ Finset.Icc (-(K : ℤ)) K,
      wave (-k) (node K j) * wave k (node K l) =
      (if (2 * (K : ℤ) + 1) ∣ ((l : ℤ) - j) then 2 * (K : ℂ) + 1 else 0)
        * wave ((j : ℤ) - l) (node K K) := by
    intro j
    rw [← grid_sum, Finset.sum_mul]
    symm
    refine Finset.sum_nbij' (fun s : ℕ => (s : ℤ) - K) (fun k : ℤ => (k + K).toNat)
      ?_ ?_ ?_ ?_ ?_
    · intro s hs
      simp only [Finset.mem_range, Finset.mem_Icc] at *
      omega
    · intro k hk
      simp only [Finset.mem_range, Finset.mem_Icc] at *
      omega
    · intro s _
      show ((s : ℤ) - K + K).toNat = s
      omega
    · intro k hk
      have := Finset.mem_Icc.1 hk
      show (((k + K).toNat : ℕ) : ℤ) - K = k
      omega
    · intro s _
      simp only [wave, node]
      rw [← Complex.exp_add, ← Complex.exp_add]
      congr 1
      push_cast
      ring
  have swap : interpolant K f (node K l) = ∑ j ∈ Finset.range (2 * K + 1),
      f (node K j) * (∑ k ∈ Finset.Icc (-(K : ℤ)) K,
        wave (-k) (node K j) * wave k (node K l)) / (2 * K + 1) := by
    simp only [interpolant, Finset.mul_sum, Finset.sum_div, Finset.sum_mul]
    rw [Finset.sum_comm]
    exact Finset.sum_congr rfl fun j _ => Finset.sum_congr rfl fun k _ => by ring
  rw [swap, Finset.sum_eq_single l]
  · have w0 : wave 0 (node K K) = 1 := by simp [wave]
    rw [kernel, sub_self, if_pos (dvd_zero _), w0, mul_one, mul_div_assoc, div_self hN, mul_one]
  · intro j hj hne
    have hj' := Finset.mem_range.1 hj
    have hnd : ¬ (2 * (K : ℤ) + 1) ∣ ((l : ℤ) - j) := by
      intro h
      have := eq_zero_of_dvd h (by omega) (by omega)
      omega
    rw [kernel, if_neg hnd, zero_mul, mul_zero, zero_div]
  · intro h
    exact absurd (Finset.mem_range.2 hl) h
```

Q: Fine at the nodes. Between them, a high frequency masquerades as a low one. How do you control that?

A: By finding out exactly which low one. For $f=e^{imx}$, the coefficient at frequency $k$ is

$$\frac1N\sum_j e^{i(m-k)x_j},$$

which is 1 if $N$ divides $m-k$ and 0 otherwise. The window $[-K,K]$ holds $N$ consecutive integers, so exactly one $r$ in it satisfies the condition, and the interpolant of $e^{imx}$ is $e^{irx}$ at every $x$. The lemma takes such an $r$ as given; `coef` evaluates the coefficients, and `eq_zero_of_dvd` rules out a second one.

```lean
/-- The interpolant of a plane wave `m` is the plane wave `r` in `[-K, K]` whose frequency
differs from `m` by a multiple of `2 K + 1`. -/
theorem interpolant_wave (K : ℕ) (m r : ℤ) (hr : r ∈ Finset.Icc (-(K : ℤ)) K)
    (h : (2 * (K : ℤ) + 1) ∣ m - r) (x : ℝ) : interpolant K (wave m) x = wave r x := by
  have hN : (2 * (K : ℂ) + 1) ≠ 0 := by exact_mod_cast (by omega : 2 * K + 1 ≠ 0)
  have coef : ∀ k : ℤ, ∑ j ∈ Finset.range (2 * K + 1),
      wave m (node K j) * wave (-k) (node K j) =
      if (2 * (K : ℤ) + 1) ∣ m - k then 2 * (K : ℂ) + 1 else 0 := by
    intro k
    rw [← grid_sum, sub_eq_add_neg]
    exact Finset.sum_congr rfl fun j _ => (wave_add _ _ _).symm
  unfold interpolant
  rw [Finset.sum_eq_single r]
  · rw [coef, if_pos h, div_self hN, one_mul]
  · intro k hk hne
    have hnd : ¬ (2 * (K : ℤ) + 1) ∣ m - k := by
      intro h'
      have hd := dvd_sub h' h
      have h1 := Finset.mem_Icc.1 hk
      have h2 := Finset.mem_Icc.1 hr
      have := eq_zero_of_dvd hd (by omega) (by omega)
      omega
    rw [coef, if_neg hnd, zero_div, zero_mul]
  · intro h'
    exact absurd hr h'
```

Two numbers of modulus one are at most 2 apart, so the error of a single wave is at most 2. Here the proof produces the alias explicitly, as $r=\big((m+K)\bmod N\big)-K$.

```lean
/-- The interpolation error of a single plane wave is at most two everywhere. -/
theorem wave_error_le (K : ℕ) (m : ℤ) (x : ℝ) :
    ‖wave m x - interpolant K (wave m) x‖ ≤ 2 := by
  have h0 := Int.emod_nonneg (m + K) (by omega : (2 * (K : ℤ) + 1) ≠ 0)
  have h1 := Int.emod_lt_of_pos (m + K) (by omega : 0 < (2 * (K : ℤ) + 1))
  have h2 := Int.emod_def (m + K) (2 * (K : ℤ) + 1)
  rw [interpolant_wave K m ((m + K) % (2 * (K : ℤ) + 1) - K)
    (Finset.mem_Icc.2 ⟨by linarith, by linarith⟩)
    ⟨(m + K) / (2 * (K : ℤ) + 1), by linarith⟩ x]
  refine (norm_sub_le _ _).trans ?_
  rw [norm_wave, norm_wave]
  norm_num
```

Q: But a function can contain infinitely many high frequencies, all folded into the same window. Why don't their errors accumulate beyond control?

A: They do accumulate, but each is weighted by its $|c_m|$. For fixed $x$, the interpolant is a finite linear combination of sample values, and each sample is a convergent series. The combination can therefore be taken term by term. Writing $r(m)$ for the alias of $m$,

$$f(x)-I_Kf(x)=\sum_m c_m\big(e^{imx}-e^{ir(m)x}\big).$$

For $|m|\le K$ we have $r(m)=m$, and the term is zero. For $|m|>K$ its modulus is at most $2|c_m|$. Adding these bounds gives the result.

The theorem reads: given coefficients `c` whose moduli are summable (`hc`), any cutoff `K` and any real `x`, the distance between `series c x` and the interpolant at `x` is at most `2 * tail c K`. Lean assigns the value zero to an infinite sum of complex numbers that does not converge absolutely, and `hc` excludes that case here.

In the proof, `hi` passes interpolation through the series, `hlin` pulls out $c_m$, and `tsum_of_norm_bounded` adds the termwise bounds. The indicator function rewrites the tail as a sum over all integers, so that the two sums can be compared term by term.

```lean
/-- For absolutely summable coefficients, the interpolant on `2 K + 1` grid points differs from
the Fourier series at every `x` by at most twice the sum of the moduli beyond the cutoff `K`. -/
theorem interpolation_error_le (c : ℤ → ℂ) (hc : Summable fun m => ‖c m‖) (K : ℕ) (x : ℝ) :
    ‖series c x - interpolant K (series c) x‖ ≤ 2 * tail c K := by
  have hf : ∀ y, HasSum (fun m => c m * wave m y) (series c y) := fun y =>
    (Summable.of_norm (by simpa only [norm_mul, norm_wave, mul_one] using hc)).hasSum
  -- interpolation is a finite linear operation and passes through the series
  have hi : HasSum (fun m => interpolant K (fun y => c m * wave m y) x)
      (interpolant K (series c) x) := by
    unfold interpolant
    exact hasSum_sum fun k _ =>
      ((hasSum_sum fun j _ => (hf (node K j)).mul_right _).div_const _).mul_right _
  have hlin : ∀ m, interpolant K (fun y => c m * wave m y) x
      = c m * interpolant K (wave m) x := by
    intro m
    simp only [interpolant, Finset.mul_sum, Finset.sum_mul, Finset.sum_div]
    exact Finset.sum_congr rfl fun k _ => Finset.sum_congr rfl fun j _ => by ring
  have hd := (hf x).sub hi
  have ht : tail c K = ∑' m, Set.indicator {m : ℤ | (K : ℤ) < |m|} (fun m => ‖c m‖) m :=
    tsum_subtype {m : ℤ | (K : ℤ) < |m|} (fun m => ‖c m‖)
  rw [← hd.tsum_eq, ht]
  refine tsum_of_norm_bounded
    ((hc.indicator {m : ℤ | (K : ℤ) < |m|}).hasSum.mul_left 2) fun m => ?_
  rw [hlin, ← mul_sub, norm_mul]
  by_cases h : (K : ℤ) < |m|
  · rw [Set.indicator_of_mem (show m ∈ {m : ℤ | (K : ℤ) < |m|} from h)]
    nlinarith [wave_error_le K m x, norm_nonneg (c m)]
  · -- waves below the cutoff are reproduced exactly
    rw [interpolant_wave K m m (Finset.mem_Icc.2 (abs_le.1 (not_lt.1 h))) (by simp) x,
      sub_self, norm_zero, mul_zero]
    exact mul_nonneg zero_le_two (Set.indicator_nonneg (fun _ _ => norm_nonneg _) _)
```

Q: Plain truncation at $K$ would cost only one tail. Is the 2 just careless use of the triangle inequality?

A: No. The second tail pays for the aliases, and one wave can use up both. Frequency $K+1$ has alias $-K$, and

$$e^{i(K+1)x}-e^{-iKx}=e^{-iKx}\big(e^{iNx}-1\big).$$

At $x=\pi/N$, halfway between the first two nodes when $K\ge1$, the bracket is $-2$ and the error is exactly 2. The only nonzero coefficient is $c_{K+1}=1$, so the tail is 1 and the bound is attained. For $K=0$ there is one node, at 0, and the point is $x=\pi$. The proof inserts the alias and uses `wave_add` for this factorisation.

```lean
/-- The plane wave of frequency `K + 1` has interpolation error exactly two at `x = π / (2 K + 1)`.
-/
theorem interpolation_error_sharp (K : ℕ) :
    ‖wave (K + 1) (Real.pi / (2 * K + 1))
      - interpolant K (wave (K + 1)) (Real.pi / (2 * K + 1))‖ = 2 := by
  rw [interpolant_wave K (K + 1) (-K) (Finset.mem_Icc.2 ⟨le_refl _, by omega⟩)
    ⟨1, by ring⟩]
  have h1 : wave (2 * K + 1) (Real.pi / (2 * K + 1)) = -1 := by
    have e : ((2 * (K : ℤ) + 1 : ℤ) : ℝ) * (Real.pi / (2 * K + 1)) = Real.pi := by
      have h0 : (2 * (K : ℝ) + 1) ≠ 0 := by positivity
      push_cast
      field_simp
    rw [wave, e, Complex.exp_pi_mul_I]
  have h2 : ((K : ℤ) + 1) = -K + (2 * K + 1) := by ring
  rw [h2, wave_add, h1, ← mul_sub_one, norm_mul, norm_wave]
  norm_num
```

Q: And if I keep refining the grid?

A: The error goes to zero uniformly in $x$. Each fixed frequency drops out of the tail once $K\ge|m|$, and every term is dominated by $|c_m|$, which is summable. Dominated convergence sends the tail to zero. Given $\varepsilon>0$, choose $K$ so large that the tail stays below $\varepsilon/2$ from there on; the error is then below $\varepsilon$ at all $x$ together. The proof follows the same two stages, with `ht` for the tail and the previous bound for the rest.

```lean
/-- For absolutely summable coefficients, the interpolants converge to the Fourier series
uniformly in `x` as the grid is refined. -/
theorem interpolant_tendstoUniformly (c : ℤ → ℂ) (hc : Summable fun m => ‖c m‖) :
    TendstoUniformly (fun K : ℕ => interpolant K (series c)) (series c) atTop := by
  have ht : Tendsto (fun K : ℕ => tail c K) atTop (𝓝 0) := by
    have h := tendsto_tsum_of_dominated_convergence (𝓕 := atTop)
      (f := fun (K : ℕ) (m : ℤ) =>
        Set.indicator {m : ℤ | (K : ℤ) < |m|} (fun m => ‖c m‖) m)
      (g := fun _ => (0 : ℝ)) hc
      (fun m => by
        -- each fixed frequency eventually lies below the cutoff
        refine tendsto_const_nhds.congr' ?_
        filter_upwards [eventually_ge_atTop m.natAbs] with K hK
        refine (Set.indicator_of_notMem ?_ _).symm
        rw [Set.mem_ofPred_eq, Int.abs_eq_natAbs]
        omega)
      (Eventually.of_forall fun K m =>
        (norm_indicator_le_norm_self _ _).trans_eq (norm_norm _))
    rw [tsum_zero] at h
    exact h.congr fun K => (tsum_subtype {m : ℤ | (K : ℤ) < |m|} (fun m => ‖c m‖)).symm
  rw [Metric.tendstoUniformly_iff]
  intro ε hε
  filter_upwards [ht.eventually_lt_const (half_pos hε)] with K hK x
  rw [dist_eq_norm]
  linarith [interpolation_error_le c hc K x]

end

end TrigonometricInterpolation
```

```lean
#print axioms TrigonometricInterpolation.interpolant_node
#print axioms TrigonometricInterpolation.interpolation_error_le
#print axioms TrigonometricInterpolation.interpolation_error_sharp
#print axioms TrigonometricInterpolation.interpolant_tendstoUniformly
```

```
'TrigonometricInterpolation.interpolant_node' depends on axioms: [propext, Classical.choice, Quot.sound]
'TrigonometricInterpolation.interpolation_error_le' depends on axioms: [propext, Classical.choice, Quot.sound]
'TrigonometricInterpolation.interpolation_error_sharp' depends on axioms: [propext, Classical.choice, Quot.sound]
'TrigonometricInterpolation.interpolant_tendstoUniformly' depends on axioms: [propext, Classical.choice, Quot.sound]
```

Q: So what must I still supply before applying this to my density?

A: You must know that your density equals `series c` at every point, with summable $|c_m|$. A density with a jump fails this, because such a series is continuous. To get a number you also need an estimate of the true coefficients beyond $K$, which the samples alone do not provide.

The setting is one-dimensional, with exact samples and an odd number of points; a cell of length $L$ is rescaled to $2\pi$. Within it, your density has a simple answer: if the orbitals contain only frequencies up to $G$ in modulus, their squared moduli contain only frequencies up to $2G$, so for $K\ge2G$ the tail is zero and the interpolated density is exact between the grid points too.
